# The first-order Methfessel-Paxton kernel has unit integral, vanishing moments of orders one to three, and fourth moment −3/4

To obtain the density of states of a metal from a finite set of k-points, a band-structure code can replace the delta function at each computed level $\varepsilon_i$, of weight $w_i$, by a peak of width $\sigma$:

$$D_\sigma(\mu)=\sum_i w_i\,\frac1\sigma\,d\!\left(\frac{\varepsilon_i-\mu}{\sigma}\right).$$

Here $\mu$ is the energy at which the density is wanted, for instance the Fermi energy, and $d$ is the smearing kernel. If the k-point mesh is dense enough for the sum to become an integral over a density of states $D(\varepsilon)$, the substitution $\varepsilon=\mu+\sigma x$ with $\sigma>0$ gives

$$D_\sigma(\mu)=\int_{-\infty}^{\infty}D(\mu+\sigma x)\,d(x)\,dx .$$

When $D$ is a polynomial in the energy, the term $c_n(\varepsilon-\mu)^n$ contributes $c_n\sigma^n$ times the $n$-th moment $\int x^n d(x)\,dx$ of $d$. The coefficients and the moments together therefore fix the error that smearing introduces. For the first-order Methfessel-Paxton kernel and a polynomial of degree at most four, that error is a single term proportional to $\sigma^4$.

```lean
import Mathlib

open MeasureTheory

namespace MethfesselPaxtonFirstOrder

noncomputable section
```

## Two kernels and a polynomial density of states

The variable $x$ is the energy measured from $\mu$ in units of $\sigma$, a dimensionless real number. The reference kernel is the normalised Gaussian

$$g(x)=\frac{e^{-x^2}}{\sqrt\pi}.$$

The exponent is $-x^2$ and not $-x^2/2$, so $\sigma$ is $\sqrt2$ times the standard deviation of the Gaussian peak. In Lean, `-x ^ 2` means $-(x^2)$.

```lean
/-- The normalised Gaussian smearing kernel, in units of the smearing width. -/
def gaussianKernel (x : ℝ) : ℝ := Real.exp (-x ^ 2) / √Real.pi
```

The first-order Methfessel-Paxton kernel multiplies this Gaussian by a quadratic polynomial:

$$d(x)=\left(\tfrac32-x^2\right)\frac{e^{-x^2}}{\sqrt\pi}=\left(\tfrac32-x^2\right)g(x).$$

```lean
/-- The first-order Methfessel-Paxton smearing kernel, in units of the smearing width. -/
def mpKernel (x : ℝ) : ℝ := (3 / 2 - x ^ 2) * Real.exp (-x ^ 2) / √Real.pi
```

The model density of states is a quartic expanded about $\mu$,

$$D(\varepsilon)=\sum_{k=0}^{4}c_k(\varepsilon-\mu)^k .$$

The five real coefficients are a function `c : Fin 5 → ℝ`, whose index runs from 0 to 4. Any of them may be zero, so lower degrees are included. The polynomial is taken to hold at all energies, whereas the density of states of a real band structure is at best close to a polynomial near $\mu$.

```lean
/-- A density of states that is a quartic polynomial in the energy `ε`, expanded about `μ`. -/
def quarticDos (c : Fin 5 → ℝ) (μ ε : ℝ) : ℝ := ∑ k : Fin 5, c k * (ε - μ) ^ (k : ℕ)
```

## Moments of the Gaussian

Write $m_n=\int x^n g(x)\,dx$, with the integral over the whole real line. The factor $e^{-x^2}$ decays faster than any power grows, so every $m_n$ converges. The proof takes Mathlib's integrability result for $x^s e^{-bx^2}$ with $s>-1$, sets $s=n$ and $b=1$, and divides by $\sqrt\pi$.

```lean
/-- Every moment integral of the Gaussian kernel converges. -/
theorem integrable_pow_mul_gaussian (n : ℕ) :
    Integrable (fun x : ℝ => x ^ n * gaussianKernel x) := by
  have hn : (-1 : ℝ) < (n : ℝ) := by
    have : (0 : ℝ) ≤ n := n.cast_nonneg
    linarith
  have h := (integrable_rpow_mul_exp_neg_mul_sq (b := 1) one_pos hn).div_const (√Real.pi)
  refine h.congr (Filter.Eventually.of_forall fun x => ?_)
  simp only [gaussianKernel, Real.rpow_natCast, neg_mul, one_mul]
  ring
```

The recursion between moments needs the slope of the Gaussian, which the chain rule gives as

$$g'(x)=-2x\,g(x).$$

```lean
/-- The slope of the Gaussian kernel at `x` is `-2x` times the kernel. -/
theorem hasDerivAt_gaussian (x : ℝ) :
    HasDerivAt gaussianKernel (-2 * x * gaussianKernel x) x := by
  have h2 : HasDerivAt (fun y : ℝ => y ^ 2) (2 * x) x := by
    simpa using hasDerivAt_pow 2 x
  have h := (h2.fun_neg.exp).div_const (√Real.pi)
  refine h.congr_deriv ?_
  simp only [gaussianKernel]
  ring
```

By the product rule,

$$\frac{d}{dx}\left[x^{n+1}g(x)\right]=(n+1)\,x^n g(x)-2\,x^{n+2}g(x).$$

The bracket vanishes at both ends of the line, so the right-hand side integrates to zero. Hence $(n+1)m_n-2m_{n+2}=0$, or

$$m_{n+2}=\frac{n+1}{2}\,m_n .$$

In Lean the boundary terms are handled by `integral_eq_zero_of_hasDerivAt_of_integrable`: if a function and its derivative are both integrable over the line, the derivative integrates to zero. The previous two results supply what it asks for, and `linarith` solves for $m_{n+2}$.

```lean
/-- Gaussian moments two orders apart are related by the factor `(n + 1) / 2`. -/
theorem gaussian_moment_add_two (n : ℕ) :
    ∫ x : ℝ, x ^ (n + 2) * gaussianKernel x
      = ((n : ℝ) + 1) / 2 * ∫ x : ℝ, x ^ n * gaussianKernel x := by
  have i1 := (integrable_pow_mul_gaussian n).const_mul ((n : ℝ) + 1)
  have i2 := (integrable_pow_mul_gaussian (n + 2)).const_mul 2
  -- the total derivative of `x ^ (n + 1) * gaussianKernel x` integrates to zero
  have hz : ∫ x : ℝ, (((n : ℝ) + 1) * (x ^ n * gaussianKernel x)
      - 2 * (x ^ (n + 2) * gaussianKernel x)) = 0 := by
    refine integral_eq_zero_of_hasDerivAt_of_integrable
      (f := fun x : ℝ => x ^ (n + 1) * gaussianKernel x) (fun x => ?_) (i1.sub i2)
      (integrable_pow_mul_gaussian (n + 1))
    have hp : HasDerivAt (fun y : ℝ => y ^ (n + 1)) (((n : ℝ) + 1) * x ^ n) x := by
      simpa using hasDerivAt_pow (n + 1) x
    refine (hp.fun_mul (hasDerivAt_gaussian x)).congr_deriv ?_
    ring
  rw [integral_sub i1 i2, integral_const_mul, integral_const_mul] at hz
  linarith
```

The recursion needs two starting values. The Gaussian integral $\int e^{-x^2}dx=\sqrt\pi$ gives $m_0=1$. For $m_1$, the integrand $x\,g(x)$ is odd, so replacing $x$ by $-x$ shows $m_1=-m_1$, and therefore $m_1=0$. The two branches of the proof follow these two arguments.

```lean
/-- The Gaussian kernel has integral one and mean zero. -/
theorem gaussian_norm_and_mean :
    ∫ x : ℝ, gaussianKernel x = 1 ∧ ∫ x : ℝ, x * gaussianKernel x = 0 := by
  constructor
  · have h := integral_gaussian 1
    simp only [neg_mul, one_mul, div_one] at h
    have hpi : √Real.pi ≠ 0 := (Real.sqrt_pos.mpr Real.pi_pos).ne'
    simp only [gaussianKernel]
    rw [integral_div, h, div_self hpi]
  · -- the integrand is odd
    have h := integral_neg_eq_self (fun x : ℝ => x * gaussianKernel x) volume
    have hodd : ∀ x : ℝ, -x * gaussianKernel (-x) = -(x * gaussianKernel x) := by
      intro x
      simp only [gaussianKernel, neg_sq]
      ring
    simp only [hodd] at h
    rw [integral_neg] at h
    linarith
```

## From Gaussian moments to Methfessel-Paxton moments

Let $M_n=\int x^n d(x)\,dx$. Since $d=\tfrac32 g-x^2g$,

$$M_n=\tfrac32 m_n-m_{n+2}=\left(\tfrac32-\frac{n+1}{2}\right)m_n=\left(1-\frac n2\right)m_n .$$

The factor is zero at $n=2$: the quadratic polynomial in $d$ removes the second moment of the Gaussian and leaves the integral unchanged. The theorem states this relation for every natural number $n$, together with the convergence of the integral. Its proof splits the integrand into the two Gaussian terms, integrates them separately and applies the recursion.

```lean
/-- Every moment integral of the first-order Methfessel-Paxton kernel converges, and the `n`-th
moment is `1 - n / 2` times the `n`-th Gaussian moment. -/
theorem mp_moment (n : ℕ) :
    Integrable (fun x : ℝ => x ^ n * mpKernel x) ∧
    ∫ x : ℝ, x ^ n * mpKernel x
      = (1 - (n : ℝ) / 2) * ∫ x : ℝ, x ^ n * gaussianKernel x := by
  have i1 := (integrable_pow_mul_gaussian n).const_mul (3 / 2)
  have i2 := integrable_pow_mul_gaussian (n + 2)
  have h : (fun x : ℝ => x ^ n * mpKernel x) = fun x : ℝ =>
      3 / 2 * (x ^ n * gaussianKernel x) - x ^ (n + 2) * gaussianKernel x := by
    funext x
    simp only [mpKernel, gaussianKernel]
    ring
  rw [h]
  refine ⟨i1.sub i2, ?_⟩
  rw [integral_sub i1 i2, integral_const_mul, gaussian_moment_add_two]
  ring
```

The recursion gives $m_2=\tfrac12$, $m_3=m_1=0$ and $m_4=\tfrac32m_2=\tfrac34$. Consequently

$$\begin{aligned}
M_0&=1\cdot m_0=1, & M_1&=\tfrac12\,m_1=0, & M_2&=0\cdot m_2=0,\\
M_3&=-\tfrac12\,m_3=0, & M_4&=-1\cdot m_4=-\tfrac34 . &&
\end{aligned}$$

The main theorem lists these five values, preceded by the statement that every moment integral converges. That first part matters because Lean assigns the value zero to the integral of a non-integrable function; with convergence established, the three vanishing moments are genuine cancellations. In the proof, `g2`, `g3` and `g4` are the Gaussian moments from the recursion, and each of the five values follows from `mp_moment` at the corresponding order.

```lean
/-- The first-order Methfessel-Paxton kernel has integral one, vanishing moments of orders
one, two and three, and fourth moment `-3/4`; all its moment integrals converge. -/
theorem methfessel_paxton_moments :
    (∀ n : ℕ, Integrable (fun x : ℝ => x ^ n * mpKernel x)) ∧
    ∫ x : ℝ, mpKernel x = 1 ∧
    ∫ x : ℝ, x * mpKernel x = 0 ∧
    ∫ x : ℝ, x ^ 2 * mpKernel x = 0 ∧
    ∫ x : ℝ, x ^ 3 * mpKernel x = 0 ∧
    ∫ x : ℝ, x ^ 4 * mpKernel x = -3 / 4 := by
  obtain ⟨g0, g1⟩ := gaussian_norm_and_mean
  -- Gaussian moments of orders two, three and four from the recursion
  have g2 : ∫ x : ℝ, x ^ 2 * gaussianKernel x = _ := gaussian_moment_add_two 0
  have g3 : ∫ x : ℝ, x ^ 3 * gaussianKernel x = _ := gaussian_moment_add_two 1
  have g4 : ∫ x : ℝ, x ^ 4 * gaussianKernel x = _ := gaussian_moment_add_two 2
  simp only [pow_zero, one_mul, g0] at g2
  simp only [pow_one, g1, mul_zero] at g3
  refine ⟨fun n => (mp_moment n).1, ?_, ?_, ?_, ?_, ?_⟩
  · simpa [g0] using (mp_moment 0).2
  · simpa [g1] using (mp_moment 1).2
  · rw [(mp_moment 2).2]
    norm_num
  · rw [(mp_moment 3).2, g3, mul_zero]
  · rw [(mp_moment 4).2, g4, g2]
    norm_num
```

## The smearing error of a quartic density of states

Insert the polynomial into the smeared density. Since $\varepsilon-\mu=\sigma x$,

$$\int D(\mu+\sigma x)\,d(x)\,dx=\sum_{k=0}^4 c_k\sigma^k M_k=c_0-\tfrac34\,c_4\,\sigma^4,$$

and $c_0=D(\mu)$. A density of states of degree three or less is thus returned without error at any width.

The Lean statement starts from the integral over $x$, after the change of variable made at the beginning. It holds for every real `σ`, though only positive values are widths. At $\sigma=0$ the integrand is $D(\mu)\,d(x)$, and the result reduces to the normalisation of the kernel.

The proof expands the integrand into five terms, exchanges the finite sum with the integral, which is allowed because each term is integrable, and inserts the five moments.

```lean
/-- Smearing a quartic density of states with width parameter `σ` returns its value at `μ`
with an error of exactly `-3/4` times the quartic coefficient times `σ ^ 4`. -/
theorem smeared_quarticDos (c : Fin 5 → ℝ) (μ σ : ℝ) :
    ∫ x : ℝ, quarticDos c μ (μ + σ * x) * mpKernel x
      = quarticDos c μ μ - 3 / 4 * c 4 * σ ^ 4 := by
  obtain ⟨hi, m0, m1, m2, m3, m4⟩ := methfessel_paxton_moments
  -- expand the smeared density into moments of the kernel
  have h : ∀ x : ℝ, quarticDos c μ (μ + σ * x) * mpKernel x
      = ∑ k : Fin 5, (c k * σ ^ (k : ℕ)) * (x ^ (k : ℕ) * mpKernel x) := by
    intro x
    unfold quarticDos
    rw [Finset.sum_mul]
    refine Finset.sum_congr rfl fun k _ => ?_
    rw [add_sub_cancel_left, mul_pow]
    ring
  simp_rw [h]
  have hk : ∀ k : Fin 5, Integrable
      (fun x : ℝ => (c k * σ ^ (k : ℕ)) * (x ^ (k : ℕ) * mpKernel x)) :=
    fun k => (hi (k : ℕ)).const_mul _
  rw [integral_finsetSum _ (fun k _ => hk k)]
  simp_rw [integral_const_mul]
  simp only [quarticDos, Fin.sum_univ_five]
  change c 0 * σ ^ 0 * (∫ x : ℝ, x ^ 0 * mpKernel x)
      + c 1 * σ ^ 1 * (∫ x : ℝ, x ^ 1 * mpKernel x)
      + c 2 * σ ^ 2 * (∫ x : ℝ, x ^ 2 * mpKernel x)
      + c 3 * σ ^ 3 * (∫ x : ℝ, x ^ 3 * mpKernel x)
      + c 4 * σ ^ 4 * (∫ x : ℝ, x ^ 4 * mpKernel x)
    = c 0 * (μ - μ) ^ 0 + c 1 * (μ - μ) ^ 1 + c 2 * (μ - μ) ^ 2
      + c 3 * (μ - μ) ^ 3 + c 4 * (μ - μ) ^ 4 - 3 / 4 * c 4 * σ ^ 4
  simp only [pow_zero, one_mul, pow_one, m0, m1, m2, m3, m4]
  ring
```

For a numerical instance, take $D(\varepsilon)=2+3(\varepsilon-\mu)^2+4(\varepsilon-\mu)^4$ and $\sigma=\tfrac12$ in some fixed units. The first-order kernel gives

$$2-\tfrac34\cdot4\cdot\tfrac1{16}=2-\tfrac3{16}=1.8125 .$$

The plain Gaussian, with $m_2=\tfrac12$ and $m_4=\tfrac34$, gives

$$2+3\cdot\tfrac14\cdot\tfrac12+4\cdot\tfrac1{16}\cdot\tfrac34=2+\tfrac38+\tfrac3{16}=2.5625 .$$

The exact value is 2. The quartic errors have equal size and opposite sign, and the Gaussian has the quadratic error $\tfrac38$ in addition.

With the first-order Methfessel-Paxton kernel, in the dense-mesh limit and for a density of states that is a quartic polynomial, halving $\sigma$ at fixed $\mu$ therefore divides the smearing error of $D_\sigma(\mu)$ by sixteen. The error of a finite k-point mesh is a separate matter, as are band edges and van Hove singularities, where a polynomial is a poor description.

## Where the kernel is negative

The Gaussian factor in $d$ is positive everywhere, so the sign of $d(x)$ is the sign of $\tfrac32-x^2$:

$$d(x)<0\iff x^2>\tfrac32 .$$

In energy units, a level farther than $\sigma\sqrt{3/2}\approx1.22\,\sigma$ from $\mu$ makes a negative contribution to $D_\sigma(\mu)$ if its weight is positive. When all levels lie that far away, as can happen with $\mu$ inside a gap, the smeared density of states itself is negative.

The Lean proof separates off the positive factor `Real.exp (-x ^ 2) / √Real.pi` and treats the two directions in turn. If $x^2\le\tfrac32$, the product is non-negative; if $x^2>\tfrac32$, it is a negative number times a positive one.

```lean
/-- The first-order Methfessel-Paxton kernel is negative exactly where `x ^ 2` exceeds `3/2`. -/
theorem mpKernel_neg_iff (x : ℝ) : mpKernel x < 0 ↔ 3 / 2 < x ^ 2 := by
  have hp : 0 < Real.exp (-x ^ 2) / √Real.pi :=
    div_pos (Real.exp_pos _) (Real.sqrt_pos.mpr Real.pi_pos)
  unfold mpKernel
  rw [mul_div_assoc]
  constructor
  · intro h
    by_contra hx
    have hx' : 0 ≤ 3 / 2 - x ^ 2 := by linarith [not_lt.mp hx]
    exact absurd h (not_lt.mpr (mul_nonneg hx' hp.le))
  · intro h
    exact mul_neg_of_neg_of_pos (by linarith) hp

end

end MethfesselPaxtonFirstOrder
```

```lean
#print axioms MethfesselPaxtonFirstOrder.methfessel_paxton_moments
-- 'MethfesselPaxtonFirstOrder.methfessel_paxton_moments' depends on axioms: [propext, Classical.choice, Quot.sound]
#print axioms MethfesselPaxtonFirstOrder.smeared_quarticDos
-- 'MethfesselPaxtonFirstOrder.smeared_quarticDos' depends on axioms: [propext, Classical.choice, Quot.sound]
#print axioms MethfesselPaxtonFirstOrder.mpKernel_neg_iff
-- 'MethfesselPaxtonFirstOrder.mpKernel_neg_iff' depends on axioms: [propext, Classical.choice, Quot.sound]
```
